# For a single-exponential velocity autocorrelation, the slope estimate of diffusion converges exponentially and the Einstein ratio only as 1/t

To study how quickly a diffusion coefficient can be read from a particle's mean squared displacement, we define that displacement as a double time integral of the velocity autocorrelation, not as an average over trajectories. For one Cartesian component and \(t\ge 0\),

\[
M(t)=\int_0^t\!\!\int_0^t c\,e^{-|s-u|/a}\,du\,ds,\qquad D=\int_0^\infty c\,e^{-\tau/a}\,d\tau .
\]

Here \(c>0\) is the mean squared velocity and \(a>0\) the correlation time. The exponential form is postulated; it describes a free Langevin particle in thermal equilibrium, whose velocity is damped by a constant friction and driven by a white-noise force. The step left to physics is the identity \(\langle[x(t)-x(0)]^2\rangle=M(t)\), obtained by writing the displacement as the integral of the velocity and averaging its square.

For \(t>0\), the Einstein estimator \(M(t)/(2t)\) increases strictly and lies below \(D\) by less than \(Da/t\). The slope estimator \(M'(t)/2\) lies below \(D\) by exactly \(De^{-t/a}\).

## The two errors by hand

The integral for \(D\) gives \(D=ca\). For \(0\le s\le t\), split the inner integral of \(M\) at \(u=s\):

\[
\int_0^s c\,e^{-(s-u)/a}du+\int_s^t c\,e^{-(u-s)/a}du
=ca\left(2-e^{-s/a}-e^{-(t-s)/a}\right).
\]

Over \(0\le s\le t\), each exponential integrates to \(a(1-e^{-t/a})\), so

\[
M(t)=2D\left[t-a(1-e^{-t/a})\right],\qquad M'(t)=2D(1-e^{-t/a}),
\]

the derivative being taken at \(t>0\). Hence

\[
D-\frac{M(t)}{2t}=\frac{Da(1-e^{-t/a})}{t},\qquad D-\frac{M'(t)}2=De^{-t/a}.
\]

Since \(0<1-e^{-t/a}<1\), the first error lies in \((0,Da/t)\). Dividing the second by the first gives \((t/a)/(e^{t/a}-1)\).

For a window \(0\le t_1<t_2\), the closed form gives

\[
D-\frac{M(t_2)-M(t_1)}{2(t_2-t_1)}
=\frac{Da(e^{-t_1/a}-e^{-t_2/a})}{t_2-t_1}.
\]

Put \(y=(t_2-t_1)/a>0\). The right side equals \(De^{-t_2/a}(e^y-1)/y\), which exceeds \(De^{-t_2/a}\) because \(e^y>1+y\). It also equals \(De^{-t_1/a}(1-e^{-y})/y\), which is below \(De^{-t_1/a}\) because \(e^{-y}>1-y\).

With \(t_1=0\) and \(t_2=t\), the lower bound says \(M(t)/(2t)<D(1-e^{-t/a})=M'(t)/2\). Therefore

\[
\frac{d}{dt}\frac{M(t)}{2t}=\frac1t\left(\frac{M'(t)}2-\frac{M(t)}{2t}\right)>0 .
\]

## Reading D from a trajectory

In a molecular dynamics run, one tabulates the mean squared displacement against time and takes a slope after the initial ballistic rise. In this single-exponential model, without sampling noise, the early motion leaves an offset that tends to \(-2Da\). A difference between two late times nearly cancels it, whereas \(M(t)/(2t)\) retains it divided by \(2t\).

Take \(c=2\), \(a=0.5\), so \(D=1\), in consistent units. At \(t=2.5\), \(e^{-5}\approx0.00674\) and \(M\approx4.0067\). The Einstein estimate is \(0.8013\) and the slope estimate \(0.9933\). At \(t=5\), \(M\approx9.0000\), so the window from \(2.5\) to \(5\) gives about \(0.9987\).

## Autocorrelation, displacement and diffusion coefficient in Lean

```lean
import Mathlib

open Real MeasureTheory Filter Topology

namespace DiffusionEstimators

noncomputable section
```

The function `vacf` is the autocorrelation at lag `τ`.

```lean
/-- Exponential velocity autocorrelation at time lag `τ`, for amplitude `c ≥ 0` and correlation time
`a > 0`. -/
def vacf (c a τ : ℝ) : ℝ := c * exp (-|τ| / a)
```

The displacement \(M\) is `msd c a`, a genuine iterated integral.

```lean
/-- Mean squared displacement after time `t ≥ 0`: the velocity autocorrelation integrated over both
times in `[0, t]`. -/
def msd (c a t : ℝ) : ℝ := ∫ s in (0 : ℝ)..t, ∫ u in (0 : ℝ)..t, vacf c a (s - u)
```

The coefficient \(D\) is `diffusion c a`, the Green–Kubo integral for one component. No relation between it and `msd` is assumed.

```lean
/-- Green–Kubo diffusion coefficient: the integral of the velocity autocorrelation over
positive time lags, for correlation time `a > 0`. -/
def diffusion (c a : ℝ) : ℝ := ∫ τ in Set.Ioi (0 : ℝ), vacf c a τ
```

## From the integrals to the closed form

The value \(D=ca\) comes from an antiderivative and its limit at infinity. The sign of `c` is irrelevant here.

```lean
/-- For a positive correlation time the diffusion coefficient is amplitude times
correlation time. -/
theorem diffusion_eq (c : ℝ) {a : ℝ} (ha : 0 < a) : diffusion c a = c * a := by
  have h : ∫ x in Set.Ioi (0 : ℝ), exp (-|x| / a) = 0 - (-a * exp (-0 / a)) := by
    refine integral_Ioi_of_hasDerivAt_of_nonneg' (g := fun x => -a * exp (-x / a)) ?_ ?_ ?_
    · intro x hx
      have hx0 : |x| = x := abs_of_nonneg hx
      have haa : a * a⁻¹ = 1 := mul_inv_cancel₀ ha.ne'
      rw [hx0]
      refine ((((hasDerivAt_id' x).fun_neg.div_const a).exp).const_mul (-a)).congr_deriv ?_
      linear_combination exp (-x / a) * haa
    · intro x _
      exact (exp_pos _).le
    · have h0 : Tendsto (fun x : ℝ => exp (-(x / a))) atTop (𝓝 0) :=
        Real.tendsto_exp_neg_atTop_nhds_zero.comp (tendsto_id.atTop_div_const ha)
      have h1 := h0.const_mul (-a)
      simpa only [neg_div, mul_zero] using h1
  unfold diffusion vacf
  rw [integral_const_mul, h]
  simp
```

The next lemma allows either sign of the time constant, so it serves both halves of the split integral.

```lean
/-- Integral of an exponential with nonzero time constant `a` and time origin `b`. -/
theorem integral_exp_shift {a : ℝ} (ha : a ≠ 0) (b p q : ℝ) :
    ∫ u in p..q, exp ((u - b) / a) = a * exp ((q - b) / a) - a * exp ((p - b) / a) := by
  refine intervalIntegral.integral_eq_sub_of_hasDerivAt
    (f := fun u => a * exp ((u - b) / a)) ?_ ?_
  · intro u _
    have haa : a * a⁻¹ = 1 := mul_inv_cancel₀ ha
    refine (((((hasDerivAt_id' u).sub_const b).div_const a).exp).const_mul a).congr_deriv ?_
    linear_combination exp ((u - b) / a) * haa
  · exact (by fun_prop : Continuous fun u : ℝ => exp ((u - b) / a)).intervalIntegrable _ _
```

In `integral_vacf`, `h1` and `h2` remove the absolute value before and after time `s`.

```lean
/-- Closed form of the integral, over all times `u` in `[0, t]`, of the velocity autocorrelation at
lag `s - u`, for a time `s` in `[0, t]` and positive correlation time. -/
theorem integral_vacf (c : ℝ) {a s t : ℝ} (ha : 0 < a) (hs : 0 ≤ s) (hst : s ≤ t) :
    ∫ u in (0 : ℝ)..t, vacf c a (s - u) =
      c * a * (2 - exp (-s / a) - exp ((s - t) / a)) := by
  have hcont : Continuous fun u : ℝ => vacf c a (s - u) := by
    unfold vacf
    fun_prop
  -- times before s
  have h1 : ∫ u in (0 : ℝ)..s, vacf c a (s - u) = ∫ u in (0 : ℝ)..s, c * exp ((u - s) / a) := by
    refine intervalIntegral.integral_congr (fun u hu => ?_)
    rw [Set.uIcc_of_le hs] at hu
    have e : -|s - u| / a = (u - s) / a := by
      rw [abs_of_nonneg (sub_nonneg.2 hu.2)]
      ring
    simp only [vacf, e]
  -- times after s
  have h2 : ∫ u in s..t, vacf c a (s - u) = ∫ u in s..t, c * exp ((u - s) / (-a)) := by
    refine intervalIntegral.integral_congr (fun u hu => ?_)
    rw [Set.uIcc_of_le hst] at hu
    have e : -|s - u| / a = (u - s) / (-a) := by
      rw [abs_of_nonpos (sub_nonpos.2 hu.1), div_neg]
      ring
    simp only [vacf, e]
  rw [← intervalIntegral.integral_add_adjacent_intervals
    (hcont.intervalIntegrable 0 s) (hcont.intervalIntegrable s t), h1, h2,
    intervalIntegral.integral_const_mul, intervalIntegral.integral_const_mul,
    integral_exp_shift ha.ne', integral_exp_shift (neg_ne_zero.2 ha.ne')]
  have e1 : (t - s) / (-a) = (s - t) / a := by
    rw [div_neg]
    ring
  rw [e1, sub_self, zero_div, zero_div, exp_zero, zero_sub]
  ring
```

The second integration again uses an explicit antiderivative.

```lean
/-- Closed form of the mean squared displacement at times `t ≥ 0`, for positive
correlation time. -/
theorem msd_eq (c : ℝ) {a t : ℝ} (ha : 0 < a) (ht : 0 ≤ t) :
    msd c a t = 2 * (c * a) * (t - a * (1 - exp (-t / a))) := by
  have h1 : msd c a t =
      ∫ s in (0 : ℝ)..t, c * a * (2 - exp (-s / a) - exp ((s - t) / a)) := by
    refine intervalIntegral.integral_congr (fun s hs => ?_)
    rw [Set.uIcc_of_le ht] at hs
    exact integral_vacf c ha hs.1 hs.2
  rw [h1, intervalIntegral.integral_eq_sub_of_hasDerivAt
    (f := fun s => c * a * (2 * s + a * exp (-s / a) - a * exp ((s - t) / a)))]
  · simp only [sub_self, zero_div, neg_zero, exp_zero, zero_sub]
    ring
  · intro s _
    have haa : a * a⁻¹ = 1 := mul_inv_cancel₀ ha.ne'
    have d1 := ((hasDerivAt_id' s).fun_neg.div_const a).exp
    have d2 := (((hasDerivAt_id' s).sub_const t).div_const a).exp
    refine (((((hasDerivAt_id' s).const_mul 2).fun_add (d1.const_mul a)).fun_sub
      (d2.const_mul a)).const_mul (c * a)).congr_deriv ?_
    linear_combination (c * a * (-exp (-s / a) - exp ((s - t) / a))) * haa
  · exact (by fun_prop : Continuous fun s : ℝ =>
      c * a * (2 - exp (-s / a) - exp ((s - t) / a))).intervalIntegrable _ _
```

The closed form holds for nonnegative times. A point `t > 0` has a neighbourhood of such times, which is enough to differentiate there.

```lean
/-- Growth rate of the mean squared displacement at a time `t > 0`, for positive
correlation time. -/
theorem hasDerivAt_msd (c : ℝ) {a t : ℝ} (ha : 0 < a) (ht : 0 < t) :
    HasDerivAt (msd c a) (2 * (c * a) * (1 - exp (-t / a))) t := by
  have haa : a * a⁻¹ = 1 := mul_inv_cancel₀ ha.ne'
  have d1 := ((hasDerivAt_id' t).fun_neg.div_const a).exp
  have d2 := ((hasDerivAt_id' t).fun_sub ((d1.const_sub 1).const_mul a)).const_mul (2 * (c * a))
  refine (d2.congr_deriv ?_).congr_of_eventuallyEq ?_
  · linear_combination (-(2 * (c * a) * exp (-t / a))) * haa
  · filter_upwards [Ioi_mem_nhds ht] with x hx
    exact msd_eq c ha (le_of_lt hx)
```

## Bounds on the estimators

In `window_error`, `k1` and `k2` are the two exponential inequalities, applied at `y` and `-y`.

```lean
/-- The slope of the mean squared displacement over a window `[t₁, t₂]` with `0 ≤ t₁ < t₂`
underestimates `D` by an amount strictly between `D exp(-t₂/a)` and `D exp(-t₁/a)`, for
positive amplitude and correlation time. -/
theorem window_error {c a t₁ t₂ : ℝ} (hc : 0 < c) (ha : 0 < a) (h₁ : 0 ≤ t₁) (h : t₁ < t₂) :
    diffusion c a * exp (-t₂ / a) <
        diffusion c a - (msd c a t₂ - msd c a t₁) / (2 * (t₂ - t₁)) ∧
      diffusion c a - (msd c a t₂ - msd c a t₁) / (2 * (t₂ - t₁)) <
        diffusion c a * exp (-t₁ / a) := by
  have hD : 0 < c * a := mul_pos hc ha
  have hd : 0 < 2 * (t₂ - t₁) := by linarith
  obtain ⟨y, hy⟩ : ∃ y, y = (t₂ - t₁) / a := ⟨_, rfl⟩
  have hy0 : 0 < y := hy ▸ div_pos (sub_pos.2 h) ha
  have hdy : t₂ - t₁ = a * y := by rw [hy, mul_div_cancel₀ _ ha.ne']
  have e1 : exp (-t₁ / a) = exp (-t₂ / a) * exp y := by
    rw [← exp_add, hy]
    congr 1
    ring
  have e2 : exp (-t₂ / a) = exp (-t₁ / a) * exp (-y) := by
    rw [← exp_add, hy]
    congr 1
    ring
  -- away from 0 the exponential lies strictly above its tangent at 0; used at y and at -y
  have k1 : exp (-t₂ / a) * (t₂ - t₁) < a * (exp (-t₁ / a) - exp (-t₂ / a)) := by
    rw [e1, hdy]
    nlinarith [mul_pos (mul_pos ha (exp_pos (-t₂ / a)))
      (sub_pos.2 (Real.add_one_lt_exp hy0.ne'))]
  have k2 : a * (exp (-t₁ / a) - exp (-t₂ / a)) < exp (-t₁ / a) * (t₂ - t₁) := by
    rw [e2, hdy]
    nlinarith [mul_pos (mul_pos ha (exp_pos (-t₁ / a)))
      (sub_pos.2 (Real.add_one_lt_exp (neg_ne_zero.2 hy0.ne')))]
  have m1 := mul_lt_mul_of_pos_left k1 hD
  have m2 := mul_lt_mul_of_pos_left k2 hD
  rw [diffusion_eq c ha, msd_eq c ha h₁, msd_eq c ha (h₁.trans h.le)]
  constructor
  · rw [lt_sub_comm, div_lt_iff₀ hd]
    linarith
  · rw [sub_lt_comm, lt_div_iff₀ hd]
    linarith
```

The exact Einstein error follows by substituting the closed form.

```lean
/-- Exact error of the Einstein estimator `M(t)/(2t)` at a time `t > 0`, for positive
correlation time. -/
theorem einstein_error (c : ℝ) {a t : ℝ} (ha : 0 < a) (ht : 0 < t) :
    diffusion c a - msd c a t / (2 * t) = diffusion c a * a * (1 - exp (-t / a)) / t := by
  have htt : t * t⁻¹ = 1 := mul_inv_cancel₀ ht.ne'
  rw [diffusion_eq c ha, msd_eq c ha ht.le]
  generalize exp (-t / a) = E
  linear_combination (-(c * a)) * htt
```

The main theorem states strict increase on `Set.Ioi 0`, the positive times, and both error statements at every `t > 0`. Its monotonicity part applies `window_error` from time zero, as in the derivation above.

```lean
/-- For positive amplitude and correlation time, the Einstein estimator `M(t)/(2t)` increases
strictly on `t > 0` and lies below `D` by less than `D a / t`, while the slope estimator
`M'(t)/2` lies below `D` by exactly `D exp(-t/a)`. -/
theorem einstein_and_slope_estimators {c a : ℝ} (hc : 0 < c) (ha : 0 < a) :
    StrictMonoOn (fun t => msd c a t / (2 * t)) (Set.Ioi 0) ∧
      ∀ t, 0 < t →
        (0 < diffusion c a - msd c a t / (2 * t) ∧
          diffusion c a - msd c a t / (2 * t) < diffusion c a * a / t) ∧
        diffusion c a - deriv (msd c a) t / 2 = diffusion c a * exp (-t / a) := by
  have hD : 0 < diffusion c a := by
    rw [diffusion_eq c ha]
    exact mul_pos hc ha
  constructor
  · have hder : ∀ t, 0 < t → HasDerivAt (fun t => msd c a t / (2 * t))
        ((2 * (c * a) * (1 - exp (-t / a)) * (2 * t) - msd c a t * (2 * 1)) / (2 * t) ^ 2) t :=
      fun t ht => (hasDerivAt_msd c ha ht).fun_div ((hasDerivAt_id' t).const_mul 2)
        (by positivity)
    refine strictMonoOn_of_deriv_pos (convex_Ioi 0)
      (fun t ht => (hder t ht).continuousAt.continuousWithinAt) (fun t ht => ?_)
    rw [interior_Ioi] at ht
    have ht0 : 0 < t := ht
    rw [(hder t ht0).deriv]
    -- the current slope exceeds the average slope since time zero
    have hw := (window_error hc ha le_rfl ht0).1
    have hz : msd c a 0 = 0 := by simp [msd]
    rw [hz, sub_zero, sub_zero, diffusion_eq c ha, lt_sub_comm,
      div_lt_iff₀ (by positivity)] at hw
    exact div_pos (by linarith) (by positivity)
  · intro t ht
    have hE : exp (-t / a) < 1 :=
      Real.exp_lt_one_iff.2 (div_neg_of_neg_of_pos (neg_lt_zero.2 ht) ha)
    have hDa : 0 < diffusion c a * a := mul_pos hD ha
    refine ⟨?_, ?_⟩
    · rw [einstein_error c ha ht]
      refine ⟨div_pos (mul_pos hDa (sub_pos.2 hE)) ht, ?_⟩
      refine div_lt_div_of_pos_right ?_ ht
      nlinarith [mul_pos hDa (exp_pos (-t / a))]
    · rw [(hasDerivAt_msd c ha ht).deriv, diffusion_eq c ha]
      ring
```

The ratio combines the two exact errors; the strict positivity of the Einstein error permits the division.

```lean
/-- At every time `t > 0`, for positive amplitude and correlation time, the error of the slope
estimator divided by that of the Einstein estimator is `(t/a) / (exp(t/a) - 1)`. -/
theorem error_ratio {c a t : ℝ} (hc : 0 < c) (ha : 0 < a) (ht : 0 < t) :
    (diffusion c a - deriv (msd c a) t / 2) / (diffusion c a - msd c a t / (2 * t)) =
      (t / a) / (exp (t / a) - 1) := by
  obtain ⟨⟨hpos, _⟩, hslope⟩ := (einstein_and_slope_estimators hc ha).2 t ht
  have hE : 0 < exp (t / a) - 1 := sub_pos.2 (Real.one_lt_exp_iff.2 (div_pos ht ha))
  have hEE : exp (-t / a) * exp (t / a) = 1 := by
    rw [← exp_add, neg_div, neg_add_cancel, exp_zero]
  rw [div_eq_div_iff hpos.ne' hE.ne', hslope, einstein_error c ha ht]
  have hcancel : t / a * (diffusion c a * a * (1 - exp (-t / a)) / t) =
      diffusion c a * (1 - exp (-t / a)) := by
    generalize exp (-t / a) = E
    field_simp
  rw [hcancel]
  linear_combination diffusion c a * hEE

end

end DiffusionEstimators
```

```lean
#print axioms DiffusionEstimators.einstein_and_slope_estimators
#print axioms DiffusionEstimators.error_ratio
```

```
'DiffusionEstimators.einstein_and_slope_estimators' depends on axioms: [propext, Classical.choice, Quot.sound]
'DiffusionEstimators.error_ratio' depends on axioms: [propext, Classical.choice, Quot.sound]
```
